# A negative Ritz value of a real symmetric orbital Hessian certifies instability, and the residual bounds the distance from a Ritz value to the nearest eigenvalue

A converged Hartree–Fock calculation may have stopped at a saddle point, where some orbital rotation still lowers the energy. The usual check is to look for a negative eigenvalue of the orbital Hessian with an iterative solver such as Davidson's. The solver returns only an approximate eigenvector, so its output can look ambiguous: one may suspect that a small negative value is an artefact of incomplete convergence, or that a small positive one hides a negative eigenvalue.

The two cases turn out to be unequal. For a real symmetric Hessian in finite dimension, a negative value is conclusive however poor the vector. For a positive value, the criterion proved below combines a small residual with separate information about the rest of the spectrum.

## Rotations, Ritz value and residual

Let $n$ be the finite set of labels of the real orbital rotation parameters, for instance the occupied–virtual pairs. A rotation is a vector $x \in \mathbb{R}^n$, and the converged orbitals sit at $x = 0$.

In Lean 4 with Mathlib:

```lean
import Mathlib

open Matrix Filter Topology Asymptotics

namespace OrbitalHessianStability

variable {n : Type*} [Fintype n] [DecidableEq n]
```

For a real matrix $H$ and a trial vector $v$, put $q = v^T H v$. When $v^T v = 1$ this is the Ritz value. The definition does not normalise, so the theorems that need a unit vector assume `v ⬝ᵥ v = 1`.

```lean
/-- The quadratic form `vᵀ H v`; for a unit vector `v` it is the Ritz value. -/
def ritz (H : Matrix n n ℝ) (v : n → ℝ) : ℝ := v ⬝ᵥ H *ᵥ v
```

The residual is $Hv - qv$, with squared Euclidean norm $r^2$. A Davidson code typically has both numbers already: $q$ comes from the subspace diagonalisation, and $r$ is commonly compared with a convergence threshold.

```lean
/-- The squared Euclidean norm of the residual `H v - q v`, with `q = vᵀ H v`. -/
def residualSq (H : Matrix n n ℝ) (v : n → ℝ) : ℝ :=
  (H *ᵥ v - ritz H v • v) ⬝ᵥ (H *ᵥ v - ritz H v • v)
```

A real number $\mu$ is an eigenvalue if $Hx = \mu x$ for some $x \neq 0$. The eigenvalues are collected as a set, so a degenerate eigenvalue counts once.

```lean
/-- The set of real eigenvalues of the real matrix `H`. -/
def eigenvalueSet (H : Matrix n n ℝ) : Set ℝ := {μ | ∃ x : n → ℝ, x ≠ 0 ∧ H *ᵥ x = μ • x}
```

## What makes a matrix the orbital Hessian

The link between $H$ and the energy $E$ is the expansion

$$E(x) = E(0) + \tfrac12 x^T H x + o(\|x\|^2).$$

The missing linear term says that the orbitals are stationary, which in Hartree–Fock theory is the Brillouin condition. The norm in the code is the largest absolute component; in finite dimension this gives the same condition as the Euclidean norm.

```lean
/-- The energy `E`, as a function of the orbital rotation, is stationary at zero rotation and
has second-order term `xᵀ H x / 2` there. -/
def IsOrbitalHessian (E : (n → ℝ) → ℝ) (H : Matrix n n ℝ) : Prop :=
  (fun x => E x - E 0 - 1 / 2 * ritz H x) =o[𝓝 0] fun x => ‖x‖ ^ 2
```

The expansion fixes only the symmetric part of $H$, so the theorems about eigenvalues assume separately that $H$ is symmetric. Here $E$ is any function with this expansion. The Hartree–Fock functional is not constructed, and the expansion is a hypothesis about it. Only instabilities within the chosen real parameters are visible: a spin-symmetry-breaking or complex rotation counts only if its parameters are included in $n$.

## Spectral weights of a trial vector

Let $H$ be symmetric, with orthonormal eigenvectors $u_i$ and eigenvalues $e_i$. Set $w_i = (v^T u_i)^2 \ge 0$. Symmetry gives $(Hv)^T u_i = e_i\, v^T u_i$, so Parseval's identity yields

$$\sum_i w_i = v^T v, \qquad \sum_i w_i e_i = v^T H v, \qquad \sum_i w_i e_i^2 = \|Hv\|^2.$$

For a unit vector the $w_i$ are probabilities, and $q$ is the mean eigenvalue.

In the proof, `parseval` is the identity for two vectors and `hc` is the symmetry relation. The three sums are `h1`, `h2` and `h3`.

```lean
/-- A symmetric Hessian has a list of eigenvalues such that every vector distributes nonnegative
weights over them, reproducing its squared norm and the first two moments of `H`. -/
theorem spectral_weights {H : Matrix n n ℝ} (hH : H.IsSymm) :
    ∃ e : n → ℝ, (∀ i, e i ∈ eigenvalueSet H) ∧ ∀ v : n → ℝ, ∃ w : n → ℝ,
      (∀ i, 0 ≤ w i) ∧ ∑ i, w i = v ⬝ᵥ v ∧ ∑ i, w i * e i = ritz H v ∧
      ∑ i, w i * e i ^ 2 = (H *ᵥ v) ⬝ᵥ (H *ᵥ v) := by
  have hh : H.IsHermitian := by
    rw [Matrix.IsHermitian, Matrix.conjTranspose_eq_transpose_of_trivial]
    exact hH.eq
  let u : n → n → ℝ := fun i => (hh.eigenvectorBasis i).ofLp
  have hu : ∀ i, H *ᵥ u i = hh.eigenvalues i • u i := fun i => hh.mulVec_eigenvectorBasis i
  -- Parseval's identity in the eigenbasis
  have parseval : ∀ x y : n → ℝ, ∑ i, (x ⬝ᵥ u i) * (y ⬝ᵥ u i) = x ⬝ᵥ y := by
    intro x y
    have hin : ∀ a b : EuclideanSpace ℝ n, inner ℝ a b = a.ofLp ⬝ᵥ b.ofLp := by
      intro a b
      simp [PiLp.inner_apply, dotProduct, mul_comm]
    have h := hh.eigenvectorBasis.sum_inner_mul_inner (WithLp.toLp 2 x) (WithLp.toLp 2 y)
    simp only [hin] at h
    refine Eq.trans (Finset.sum_congr rfl fun i _ => ?_) h
    exact congrArg (fun s => (x ⬝ᵥ u i) * s) (dotProduct_comm y (u i))
  have hc : ∀ (v : n → ℝ) i, (H *ᵥ v) ⬝ᵥ u i = hh.eigenvalues i * (v ⬝ᵥ u i) := by
    intro v i
    rw [dotProduct_comm (H *ᵥ v) (u i), Matrix.dotProduct_mulVec, ← Matrix.mulVec_transpose,
      hH.eq, hu, smul_dotProduct, smul_eq_mul, dotProduct_comm (u i) v]
  refine ⟨hh.eigenvalues, fun i => ⟨u i, fun h0 => ?_, hu i⟩, fun v => ?_⟩
  · apply hh.eigenvectorBasis.orthonormal.ne_zero i
    ext j
    exact congrFun h0 j
  · have h1 : ∑ i, (v ⬝ᵥ u i) ^ 2 = v ⬝ᵥ v := by
      rw [← parseval v v]
      exact Finset.sum_congr rfl fun i _ => by ring
    have h2 : ∑ i, (v ⬝ᵥ u i) ^ 2 * hh.eigenvalues i = ritz H v := by
      rw [ritz, ← parseval v (H *ᵥ v)]
      exact Finset.sum_congr rfl fun i _ => by rw [hc v i]; ring
    have h3 : ∑ i, (v ⬝ᵥ u i) ^ 2 * hh.eigenvalues i ^ 2 = (H *ᵥ v) ⬝ᵥ (H *ᵥ v) := by
      rw [← parseval (H *ᵥ v) (H *ᵥ v)]
      exact Finset.sum_congr rfl fun i _ => by rw [hc v i]; ring
    exact ⟨fun i => (v ⬝ᵥ u i) ^ 2, fun i => sq_nonneg _, h1, h2, h3⟩
```

## The lowest eigenvalue lies at or below the Ritz value

A unit vector exists only if $n$ is nonempty, so the list then has a smallest number $e_k$. Replacing each $e_i$ by $e_k$ in the second sum gives, for every $x$,

$$e_k\, x^T x \le x^T H x.$$

If $x$ is an eigenvector with eigenvalue $\mu$, the right-hand side is $\mu\, x^T x$, and hence $e_k \le \mu$. So $e_k$ is the least eigenvalue. Taking $x = v$ with $v^T v = 1$ gives $e_k \le q$.

The inequality is `low` in the proof, and it is used once for each conclusion. `IsLeast` says that the number is an eigenvalue and that no eigenvalue lies below it.

```lean
/-- If `v` is a unit vector, a symmetric `H` has a lowest eigenvalue, and it is at most the Ritz
value of `v`. -/
theorem lowest_le_ritz {H : Matrix n n ℝ} (hH : H.IsSymm) {v : n → ℝ} (hv : v ⬝ᵥ v = 1) :
    ∃ m, IsLeast (eigenvalueSet H) m ∧ m ≤ ritz H v := by
  have hn : Nonempty n := by
    rcases isEmpty_or_nonempty n with h | h
    · simp [dotProduct] at hv
    · exact h
  obtain ⟨e, he, hw⟩ := spectral_weights hH
  obtain ⟨k, hk⟩ := Finite.exists_min e
  -- the quadratic form is bounded below by the smallest listed eigenvalue
  have low : ∀ x : n → ℝ, e k * (x ⬝ᵥ x) ≤ ritz H x := by
    intro x
    obtain ⟨w, w0, h1, h2, -⟩ := hw x
    rw [← h1, ← h2, Finset.mul_sum]
    refine Finset.sum_le_sum fun i _ => ?_
    linarith [mul_le_mul_of_nonneg_left (hk i) (w0 i), mul_comm (e k) (w i)]
  refine ⟨e k, ⟨he k, ?_⟩, ?_⟩
  · rintro μ ⟨x, hx, hμ⟩
    have h := low x
    simp only [ritz, hμ, dotProduct_smul, smul_eq_mul] at h
    have hpos : 0 < x ⬝ᵥ x :=
      lt_of_le_of_ne (Finset.sum_nonneg fun i _ => mul_self_nonneg (x i))
        (fun h0 => hx (dotProduct_self_eq_zero.mp h0.symm))
    exact le_of_mul_le_mul_right h hpos
  · have h := low v
    rwa [hv, mul_one] at h
```

No residual appears here, so a stability check that seeks only a negative eigenvalue can stop as soon as $q$ is clearly negative. "Clearly" refers to the numerical error in the product $Hv$: a value of that size has no reliable sign.

## An inequality from a weighted mean

Both residual bounds come from one average. For a unit vector,

$$r^2 = \|Hv\|^2 - 2q\, v^T H v + q^2 = \|Hv\|^2 - q^2.$$

For any real $a$ and $b$, the weights then give

$$\sum_i w_i (e_i - a)(e_i - b) = \|Hv\|^2 - (a+b)q + ab = r^2 - (q-a)(b-q).$$

The terms $(e_i - a)(e_i - b)$ cannot all exceed their own mean, so some eigenvalue $\mu$ satisfies

$$(\mu - a)(\mu - b) \le r^2 - (q-a)(b-q).$$

The proof argues by contradiction. With $c$ for the right-hand side, `hs` states that the weighted sum of $(e_i-a)(e_i-b)-c$ is zero. If every such difference were positive, every weight would vanish, yet the weights add up to one.

```lean
/-- For a symmetric `H` and a unit vector with Ritz value `q` and squared residual `r²`, some
eigenvalue `μ` satisfies `(μ - a)(μ - b) ≤ r² - (q - a)(b - q)`. -/
theorem exists_eigenvalue_product_le {H : Matrix n n ℝ} (hH : H.IsSymm) {v : n → ℝ}
    (hv : v ⬝ᵥ v = 1) (a b : ℝ) : ∃ μ ∈ eigenvalueSet H,
      (μ - a) * (μ - b) ≤ residualSq H v - (ritz H v - a) * (b - ritz H v) := by
  obtain ⟨e, he, hw⟩ := spectral_weights hH
  obtain ⟨w, w0, h1, h2, h3⟩ := hw v
  have hr : residualSq H v = (H *ᵥ v) ⬝ᵥ (H *ᵥ v) - ritz H v ^ 2 := by
    have hq : v ⬝ᵥ H *ᵥ v = ritz H v := rfl
    simp only [residualSq, sub_dotProduct, dotProduct_sub, smul_dotProduct, dotProduct_smul,
      smul_eq_mul, hv]
    rw [dotProduct_comm (H *ᵥ v) v, hq]
    ring
  by_contra hcon
  push Not at hcon
  set c := residualSq H v - (ritz H v - a) * (b - ritz H v) with hc
  -- the right-hand side is the weighted mean of the left-hand side
  have hs : ∑ i, w i * ((e i - a) * (e i - b) - c) = 0 := by
    have h : ∑ i, w i * ((e i - a) * (e i - b) - c) =
        ∑ i, w i * e i ^ 2 - (a + b) * ∑ i, w i * e i + (a * b - c) * ∑ i, w i := by
      rw [Finset.mul_sum, Finset.mul_sum, ← Finset.sum_sub_distrib, ← Finset.sum_add_distrib]
      exact Finset.sum_congr rfl fun i _ => by ring
    rw [h, h1, h2, h3, hv, hc, hr]
    ring
  have hp : ∀ i, 0 < (e i - a) * (e i - b) - c := fun i => sub_pos.mpr (hcon _ (he i))
  have hz := (Finset.sum_eq_zero_iff_of_nonneg
    (fun i _ => mul_nonneg (w0 i) (hp i).le)).mp hs
  have hw0 : ∑ i, w i = 0 := Finset.sum_eq_zero fun i hi =>
    (mul_eq_zero.mp (hz i hi)).resolve_right (hp i).ne'
  rw [h1, hv] at hw0
  exact one_ne_zero hw0
```

## Enclosing an eigenvalue

Suppose $a \le b$ and $r^2 \le (q-a)(b-q)$. Then some $\mu$ has $(\mu-a)(\mu-b) \le 0$, which places it in $[a,b]$. The proof excludes $\mu < a$ and $\mu > b$ in turn, since in either case the product would be positive.

```lean
/-- For a symmetric `H` and a unit vector with Ritz value `q` and squared residual `r²`: if `a ≤ b`
and `r² ≤ (q - a)(b - q)`, then `H` has an eigenvalue in `[a, b]`. -/
theorem kato_temple {H : Matrix n n ℝ} (hH : H.IsSymm) {v : n → ℝ} (hv : v ⬝ᵥ v = 1)
    {a b : ℝ} (hab : a ≤ b) (hr : residualSq H v ≤ (ritz H v - a) * (b - ritz H v)) :
    ∃ μ ∈ eigenvalueSet H, a ≤ μ ∧ μ ≤ b := by
  obtain ⟨μ, hμ, hp⟩ := exists_eigenvalue_product_le hH hv a b
  refine ⟨μ, hμ, ?_, ?_⟩
  · by_contra h
    push Not at h
    nlinarith [mul_pos (sub_pos.mpr h) (sub_pos.mpr (h.trans_le hab))]
  · by_contra h
    push Not at h
    nlinarith [mul_pos (sub_pos.mpr h) (sub_pos.mpr (hab.trans_lt h))]
```

With $a = q - r$ and $b = q + r$ the condition holds with equality, which gives the familiar statement that an eigenvalue lies within $r$ of $q$. The enclosure does not say which eigenvalue this is, or that it is the only one in the interval. The theorem `kato_temple` is therefore not the sharper two-sided Kato–Temple estimate for an isolated eigenvalue, which requires an isolation hypothesis as well.

## A lower bound from the spectral gap

Let $m$ be the lowest eigenvalue, and suppose that all other eigenvalues are at least $b$, with $b > q$. Take $a = m$ in the mean inequality. For every eigenvalue, $(\mu - m)(\mu - b) \ge 0$: the product vanishes at $\mu = m$, and elsewhere neither factor is negative. Therefore

$$0 \le r^2 - (q-m)(b-q), \qquad\text{that is,}\qquad m \ge q - \frac{r^2}{b-q}.$$

The hypothesis `hgap` carries the gap condition. Physically, $b$ is a floor under the curvatures of all modes other than the softest. "Other" means different in value, so the lowest eigenvalue may be degenerate.

```lean
/-- Temple's lower bound, for a symmetric `H` and a unit vector with Ritz value `q` and squared
residual `r²`: if every eigenvalue other than the lowest is at least `b > q`, the lowest one is at
least `q - r² / (b - q)`. -/
theorem temple_lower_bound {H : Matrix n n ℝ} (hH : H.IsSymm) {v : n → ℝ} (hv : v ⬝ᵥ v = 1)
    {m b : ℝ} (hm : IsLeast (eigenvalueSet H) m)
    (hgap : ∀ μ ∈ eigenvalueSet H, μ ≠ m → b ≤ μ) (hb : ritz H v < b) :
    ritz H v - residualSq H v / (b - ritz H v) ≤ m := by
  obtain ⟨μ, hμ, hp⟩ := exists_eigenvalue_product_le hH hv m b
  have h0 : 0 ≤ (μ - m) * (μ - b) := by
    by_cases h : μ = m
    · simp [h]
    · exact mul_nonneg (sub_nonneg.mpr (hm.2 hμ)) (sub_nonneg.mpr (hgap μ hμ h))
  have h1 : ritz H v - m ≤ residualSq H v / (b - ritz H v) :=
    (le_div_iff₀ (sub_pos.mpr hb)).mpr (by linarith)
  linarith
```

If in addition $r^2 < q(b-q)$, then $r^2/(b-q) < q$, and the bound gives $m > 0$.

```lean
/-- For a symmetric Hessian and a unit vector with Ritz value `q` and squared residual `r²`: if the
eigenvalues other than the lowest are at least `b > q` and `r² < q (b - q)`, the lowest eigenvalue
of the Hessian is positive. -/
theorem lowest_pos_of_small_residual {H : Matrix n n ℝ} (hH : H.IsSymm) {v : n → ℝ}
    (hv : v ⬝ᵥ v = 1) {m b : ℝ} (hm : IsLeast (eigenvalueSet H) m)
    (hgap : ∀ μ ∈ eigenvalueSet H, μ ≠ m → b ≤ μ) (hb : ritz H v < b)
    (hr : residualSq H v < ritz H v * (b - ritz H v)) : 0 < m := by
  have h1 := temple_lower_bound hH hv hm hgap hb
  have h2 := (div_lt_iff₀ (sub_pos.mpr hb)).mpr hr
  linarith
```

For example, $q = 0.05$, $r = 0.02$ and $b = 0.20$ give $m \ge 0.05 - 0.0004/0.15 \approx 0.047$. In a real calculation the difficulty is $b$. The second Ritz value of a Davidson run bounds the second eigenvalue, counted with multiplicity, from above, so by itself it does not guarantee such a floor. A small residual alone does not help either, because the solver may have converged to a higher eigenvalue, for example when its starting vectors lack the symmetry of the unstable mode.

## The energy falls along the trial vector

Let $q = v^T H v < 0$; here $v$ need not be normalised. Along the rotations $tv$,

$$E(tv) - E(0) = \tfrac12 t^2 q + o(t^2).$$

To control the remainder, choose $c > 0$ with $4c(\|v\|^2 + 1) = -q$. For small $t \neq 0$ the remainder is at most $c\,t^2\|v\|^2$, so

$$E(tv) - E(0) \le -2c\,t^2(\|v\|^2+1) + c\,t^2\|v\|^2 = -c\,t^2(\|v\|^2 + 2) < 0.$$

There are thus points of lower energy arbitrarily close to $x = 0$.

The proof assumes a local minimum and picks one small nonzero $t$ at which both the remainder estimate `h2` and the minimum property `h3` hold. The displayed inequality then contradicts `h3`.

```lean
omit [DecidableEq n] in
/-- If the quadratic form of the orbital Hessian is negative on some vector, the stationary
point is not a local minimum of the energy. -/
theorem not_isLocalMin_of_ritz_neg {E : (n → ℝ) → ℝ} {H : Matrix n n ℝ}
    (hE : IsOrbitalHessian E H) {v : n → ℝ} (hq : ritz H v < 0) : ¬ IsLocalMin E 0 := by
  intro hmin
  have hmin' : ∀ᶠ x in 𝓝 (0 : n → ℝ), E 0 ≤ E x := hmin
  obtain ⟨c, hc, hcv⟩ : ∃ c : ℝ, 0 < c ∧ c * (4 * (‖v‖ ^ 2 + 1)) = -ritz H v :=
    ⟨-ritz H v / (4 * (‖v‖ ^ 2 + 1)), div_pos (by linarith) (by positivity),
      div_mul_cancel₀ _ (by positivity)⟩
  have h1 := Asymptotics.IsLittleO.def hE hc
  -- follow the energy along the rotations `t • v` with small nonzero `t`
  have ht : Tendsto (fun t : ℝ => t • v) (𝓝[≠] 0) (𝓝 0) := by
    have h : Continuous fun t : ℝ => t • v := by fun_prop
    have h0 := h.tendsto 0
    simp only [zero_smul] at h0
    exact h0.mono_left nhdsWithin_le_nhds
  have hne : ∀ᶠ t : ℝ in 𝓝[≠] 0, t ≠ 0 := self_mem_nhdsWithin
  obtain ⟨t, ⟨h2, h3⟩, ht0⟩ := ((ht.eventually (h1.and hmin')).and hne).exists
  have h4 : E (t • v) - E 0 - 1 / 2 * ritz H (t • v) ≤ c * ‖‖t • v‖ ^ 2‖ :=
    (Real.le_norm_self _).trans h2
  have hs : ritz H (t • v) = t ^ 2 * ritz H v := by
    simp only [ritz, Matrix.mulVec_smul, smul_dotProduct, dotProduct_smul, smul_eq_mul]
    ring
  have hn : ‖‖t • v‖ ^ 2‖ = t ^ 2 * ‖v‖ ^ 2 := by
    rw [Real.norm_of_nonneg (by positivity), norm_smul, mul_pow, Real.norm_eq_abs, sq_abs]
  have hq' : ritz H v = -(c * (4 * (‖v‖ ^ 2 + 1))) := by linarith
  rw [hs, hn, hq'] at h4
  have hpos : 0 < t ^ 2 * (c * ‖v‖ ^ 2 + 2 * c) := by positivity
  nlinarith
```

A code can use the same idea to leave the saddle point: it rotates the orbitals by a small step along $v$ and restarts the optimisation from there.

## The instability certificate

For a symmetric $H$ that satisfies the expansion, a unit vector with $q < 0$ has two consequences. The lowest eigenvalue $m$ obeys $m \le q < 0$, and the stationary point is not a local minimum of $E$. The proof joins the variational bound to the descent argument.

```lean
/-- For a symmetric orbital Hessian, a negative Ritz value of a unit vector certifies instability:
the lowest eigenvalue of the orbital Hessian is negative, and the stationary point is not a local
minimum of the energy. -/
theorem negative_ritz_certifies_instability {E : (n → ℝ) → ℝ} {H : Matrix n n ℝ}
    (hH : H.IsSymm) (hE : IsOrbitalHessian E H) {v : n → ℝ} (hv : v ⬝ᵥ v = 1)
    (hq : ritz H v < 0) :
    (∃ m, IsLeast (eigenvalueSet H) m ∧ m ≤ ritz H v ∧ m < 0) ∧ ¬ IsLocalMin E 0 := by
  obtain ⟨m, hm, hmq⟩ := lowest_le_ritz hH hv
  exact ⟨⟨m, hm, hmq, hmq.trans_lt hq⟩, not_isLocalMin_of_ritz_neg hE hq⟩

end OrbitalHessianStability
```

```lean
#print axioms OrbitalHessianStability.kato_temple
#print axioms OrbitalHessianStability.lowest_pos_of_small_residual
#print axioms OrbitalHessianStability.negative_ritz_certifies_instability
```

```
'OrbitalHessianStability.kato_temple' depends on axioms: [propext, Classical.choice, Quot.sound]
'OrbitalHessianStability.lowest_pos_of_small_residual' depends on axioms: [propext, Classical.choice, Quot.sound]
'OrbitalHessianStability.negative_ritz_certifies_instability' depends on axioms: [propext, Classical.choice, Quot.sound]
```
